# Secular polynomials of Hamiltonians invariant under repeated copies of a representation with scalar commutant

Let $n$ and $m$ be finite index sets with $|n|$ and $|m|$ elements. A basis state carries a pair $(i,a)$: $i\in n$ labels the partner functions of a representation, and $a\in m$ labels its copies. The symmetry matrices $D(g)$ are complex, with rows and columns indexed by $n$, and act identically on every copy:
$$(D(g)\otimes 1)_{(i,a),(j,b)}=D(g)_{ij}\,\delta_{ab}.$$
The family $D$ has *scalar commutant* if only multiples of the identity commute with every $D(g)$. For an irreducible complex representation, this is what Schur's lemma supplies; here it is a hypothesis. A matrix $H$ is *invariant* if it commutes with every $D(g)\otimes 1$.

## Invariance reduces $H$ to a matrix on the copies

**Claim.** If $D$ has scalar commutant, $H$ is invariant exactly when $H=1\otimes M$ for some matrix $M$ indexed by $m$, and then $\chi_H=\chi_M^{|n|}$, where $\chi$ denotes the characteristic polynomial, also called the secular polynomial.

Define blocks by $(H^{ab})_{ij}=H_{(i,a),(j,b)}$. For any matrix $A$ indexed by $n$,
$$[H(A\otimes1)]_{(i,a),(j,b)}=\sum_{k,c}H_{(i,a),(k,c)}A_{kj}\delta_{cb}=(H^{ab}A)_{ij},$$
and likewise $(A\otimes1)H$ has blocks $AH^{ab}$. Invariance therefore gives $H^{ab}D(g)=D(g)H^{ab}$ for all $g$, hence $H^{ab}=M_{ab}1$, which is $H=1\otimes M$. Conversely,
$$(1\otimes M)(D(g)\otimes1)=D(g)\otimes M=(D(g)\otimes1)(1\otimes M).$$

For the polynomial, $X1-1\otimes M=1\otimes(X1-M)$. Since $\det(A\otimes B)=(\det A)^{|m|}(\det B)^{|n|}$, the determinant is $\chi_M^{|n|}$.

For an invariant one-particle Hamiltonian in a finite orthonormal basis made of copies of a single irreducible representation, all transforming by the same matrices $D(g)$, it is thus enough to diagonalise $M$.

**A numerical instance.** Take two partners, two copies and $M=\begin{pmatrix}1&2\\2&1\end{pmatrix}$. In the order $(0,0),(0,1),(1,0),(1,1)$, $H$ is block diagonal with two blocks $M$. Since $\chi_M=(X-1)^2-4=(X-3)(X+1)$, we get $\chi_H=(X-3)^2(X+1)^2$: two doubly degenerate levels.

**One copy.** If $|m|=1$, then $M$ is a number $c$, $H=c\,1$ and $\chi_H=(X-c)^{|n|}$.

## The definitions in Lean

```lean
import Mathlib

open Matrix
open scoped Kronecker

namespace SchurSecularFactorisation

variable {G n m : Type*} [Fintype n] [DecidableEq n] [Fintype m] [DecidableEq m]
```

The label type `G` carries no group structure, so `D` may be a full representation or only a set of generators.

```lean
/-- The only matrices commuting with every symmetry matrix `D g` are multiples of the identity. -/
def ScalarCommutant (D : G → Matrix n n ℂ) : Prop :=
  ∀ A : Matrix n n ℂ, (∀ g, A * D g = D g * A) → ∃ c : ℂ, A = c • (1 : Matrix n n ℂ)

/-- The matrix `H` commutes with every symmetry operation `D g ⊗ 1`, which acts in the same way on
every copy of the representation space; the copies are labelled by `m`. -/
def IsInvariant (D : G → Matrix n n ℂ) (H : Matrix (n × m) (n × m) ℂ) : Prop :=
  ∀ g, H * (D g ⊗ₖ (1 : Matrix m m ℂ)) = (D g ⊗ₖ (1 : Matrix m m ℂ)) * H
```

`IsInvariant` fixes the convention that partners come first in the product index. Neither definition requires $H$ to be Hermitian or $D(g)$ unitary. Several inequivalent representations in one basis are not covered.

```lean
/-- The block of `H` that couples copy `b` of the representation space to copy `a`. -/
def block (H : Matrix (n × m) (n × m) ℂ) (a b : m) : Matrix n n ℂ :=
  Matrix.of fun i j => H (i, a) (j, b)
```

## Blocks and the Kronecker determinant

The next two lemmas are the block calculation above; `simp` expands the double sum and collapses the Kronecker delta.

```lean
omit [DecidableEq n] in
/-- Multiplying `H` on the right by `A ⊗ 1` multiplies each block on the right by `A`. -/
theorem block_mul_right (H : Matrix (n × m) (n × m) ℂ) (A : Matrix n n ℂ) (a b : m) :
    block (H * (A ⊗ₖ (1 : Matrix m m ℂ))) a b = block H a b * A := by
  ext i j
  simp [block, Matrix.mul_apply, Fintype.sum_prod_type, Matrix.one_apply]

omit [DecidableEq n] in
/-- Multiplying `H` on the left by `A ⊗ 1` multiplies each block on the left by `A`. -/
theorem block_mul_left (H : Matrix (n × m) (n × m) ℂ) (A : Matrix n n ℂ) (a b : m) :
    block ((A ⊗ₖ (1 : Matrix m m ℂ)) * H) a b = A * block H a b := by
  ext i j
  simp [block, Matrix.mul_apply, Fintype.sum_prod_type, Matrix.one_apply]
```

In the following proof, `hc` is the identity $X1-1\otimes M=1\otimes(X1-M)$, checked entry by entry according to whether $i=j$ and $a=b$. `Matrix.det_kronecker` then gives the power.

```lean
/-- The characteristic polynomial of `1 ⊗ M` is that of `M` raised to the dimension of the
first factor. -/
theorem charpoly_one_kronecker (M : Matrix m m ℂ) :
    ((1 : Matrix n n ℂ) ⊗ₖ M).charpoly = M.charpoly ^ Fintype.card n := by
  -- the characteristic matrix is itself a Kronecker product
  have hc : Matrix.charmatrix ((1 : Matrix n n ℂ) ⊗ₖ M)
      = (1 : Matrix n n (Polynomial ℂ)) ⊗ₖ Matrix.charmatrix M := by
    refine Matrix.ext fun p q => ?_
    obtain ⟨i, a⟩ := p
    obtain ⟨j, b⟩ := q
    by_cases hij : i = j <;> by_cases hab : a = b <;>
      simp [hij, hab]
  unfold Matrix.charpoly
  rw [hc, Matrix.det_kronecker, Matrix.det_one, one_pow, one_mul]
```

## The factorisation theorem

The statement joins the equivalence to the polynomial identity for every `M` that represents `H`. In the proof, `hs` shows that each block is a scalar, and `choose` collects the scalars into `M`. The reverse direction uses the mixed-product rule.

```lean
/-- If the symmetry matrices have scalar commutant, then `H` is invariant exactly when `H = 1 ⊗ M`
for some `M`, and for every such `M` the secular polynomial of `H` is that of `M` raised to the
power `Fintype.card n`, the dimension of the representation. -/
theorem secular_factorisation {D : G → Matrix n n ℂ} (hD : ScalarCommutant D)
    (H : Matrix (n × m) (n × m) ℂ) :
    (IsInvariant D H ↔ ∃ M : Matrix m m ℂ, H = (1 : Matrix n n ℂ) ⊗ₖ M) ∧
      ∀ M : Matrix m m ℂ, H = (1 : Matrix n n ℂ) ⊗ₖ M →
        H.charpoly = M.charpoly ^ Fintype.card n := by
  refine ⟨⟨fun h => ?_, ?_⟩, ?_⟩
  · -- every block commutes with the symmetry matrices, hence is a scalar
    have hs : ∀ a b, ∃ c : ℂ, block H a b = c • (1 : Matrix n n ℂ) := fun a b =>
      hD _ fun g => (block_mul_right H (D g) a b).symm.trans
        ((congrArg (fun K => block K a b) (h g)).trans (block_mul_left H (D g) a b))
    -- these scalars are the entries of the reduced matrix
    choose M hM using hs
    refine ⟨Matrix.of M, ?_⟩
    ext ⟨i, a⟩ ⟨j, b⟩
    have hij := congrFun (congrFun (hM a b) i) j
    simpa [block, Matrix.one_apply] using hij
  · rintro ⟨M, rfl⟩ g
    rw [← Matrix.mul_kronecker_mul, ← Matrix.mul_kronecker_mul]
    simp
  · rintro M rfl
    exact charpoly_one_kronecker M
```

## Degeneracies and eigenvectors

If $E$ has multiplicity $k$ as a root of $\chi_M$, it has multiplicity $|n|k$ in $\chi_H$. The proof counts $E$ in the multiset of roots; a number that is not a root has multiplicity zero.

```lean
/-- If the symmetry matrices have scalar commutant and `H` is invariant, then the algebraic
multiplicity of every number `E` as a root of the secular equation is divisible by the dimension of
the representation. -/
theorem card_dvd_multiplicity {D : G → Matrix n n ℂ} (hD : ScalarCommutant D)
    {H : Matrix (n × m) (n × m) ℂ} (hH : IsInvariant D H) (E : ℂ) :
    Fintype.card n ∣ H.charpoly.rootMultiplicity E := by
  obtain ⟨M, hM⟩ := (secular_factorisation hD H).1.mp hH
  refine ⟨M.charpoly.rootMultiplicity E, ?_⟩
  rw [(secular_factorisation hD H).2 M hM, ← Polynomial.count_roots, ← Polynomial.count_roots,
    Polynomial.roots_pow, Multiset.count_nsmul]
```

If $Mv=Ev$, then
$$\sum_{j,b}\delta_{ij}M_{ab}u_jv_b=u_i\,E\,v_a,$$
so $u\otimes v$ is an eigenvector of $1\otimes M$ whenever $u$ and $v$ are nonzero. `Finset.sum_eq_single` keeps the term $j=i$.

```lean
omit [DecidableEq m] in
/-- If `M v = E v`, then `1 ⊗ M` maps the product vector `u ⊗ v` to `E` times itself, for every
vector `u` of the representation space. -/
theorem product_eigenvector {M : Matrix m m ℂ} {v : m → ℂ} {E : ℂ} (hv : M *ᵥ v = E • v)
    (u : n → ℂ) :
    ((1 : Matrix n n ℂ) ⊗ₖ M) *ᵥ (fun p : n × m => u p.1 * v p.2)
      = E • (fun p : n × m => u p.1 * v p.2) := by
  ext ⟨i, a⟩
  have h := congrFun hv a
  simp only [Matrix.mulVec, dotProduct, Pi.smul_apply, smul_eq_mul] at h ⊢
  -- only the term with the same partner index survives
  rw [Fintype.sum_prod_type, Finset.sum_eq_single i]
  · calc ∑ b, ((1 : Matrix n n ℂ) ⊗ₖ M) (i, a) (i, b) * (u i * v b)
        = u i * ∑ b, M a b * v b := by
          rw [Finset.mul_sum]
          refine Finset.sum_congr rfl fun b _ => ?_
          simp only [Matrix.kroneckerMap_apply, Matrix.one_apply_eq]
          ring
      _ = E * (u i * v a) := by rw [h]; ring
  · intro k _ hk
    exact Finset.sum_eq_zero fun b _ => by simp [Matrix.one_apply_ne (Ne.symm hk)]
  · simp
```

## The hypothesis recovered from the factorisation

Suppose there is at least one copy and every invariant matrix has the form $1\otimes M$. If $A$ commutes with all $D(g)$, then $A\otimes1$ is invariant, so $A\otimes1=1\otimes M$. Its entry at $(i,a),(j,a)$ reads $A_{ij}=\delta_{ij}M_{aa}$, so $A$ is scalar.

```lean
/-- Conversely, if every invariant matrix on at least one copy of the representation space has the
form `1 ⊗ M`, then the symmetry matrices have scalar commutant. -/
theorem scalarCommutant_of_factorisation [Nonempty m] {D : G → Matrix n n ℂ}
    (h : ∀ H : Matrix (n × m) (n × m) ℂ, IsInvariant D H →
      ∃ M : Matrix m m ℂ, H = (1 : Matrix n n ℂ) ⊗ₖ M) :
    ScalarCommutant D := by
  intro A hA
  -- test the hypothesis on the invariant matrix `A ⊗ 1`
  obtain ⟨M, hM⟩ := h (A ⊗ₖ (1 : Matrix m m ℂ)) (fun g => by
    rw [← Matrix.mul_kronecker_mul, ← Matrix.mul_kronecker_mul, hA g])
  obtain ⟨a⟩ := ‹Nonempty m›
  refine ⟨M a a, ?_⟩
  ext i j
  have hij := congrFun (congrFun hM (i, a)) (j, a)
  simpa [Matrix.one_apply] using hij
```

## A quarter turn and a mirror

These two operations generate the symmetry group of the square, acting on vectors in the plane.

```lean
/-- The quarter turn of the plane and the mirror reflection that reverses the second axis. -/
def squareGenerators : Fin 2 → Matrix (Fin 2) (Fin 2) ℂ :=
  ![!![0, -1; 1, 0], !![1, 0; 0, -1]]
```

Commuting with the mirror gives $-A_{01}=A_{01}$ and $A_{10}=-A_{10}$, so both vanish. Entry $(1,0)$ of the quarter-turn condition gives $A_{11}=A_{00}$. The proof extracts these three equations as `h01`, `h10` and `h11`.

```lean
/-- The quarter turn and the mirror reflection of the plane have scalar commutant. -/
theorem scalarCommutant_witness : ScalarCommutant squareGenerators := by
  intro A hA
  -- the mirror removes the off-diagonal entries
  have h01 : A 0 1 = 0 := by
    have h : A 0 0 * 0 + A 0 1 * (-1) = 1 * A 0 1 + 0 * A 1 1 := by
      simpa [squareGenerators, Matrix.mul_apply, Fin.sum_univ_two] using
        congrFun (congrFun (hA 1) 0) 1
    linear_combination (-1 / 2) * h
  have h10 : A 1 0 = 0 := by
    have h : A 1 0 * 1 + A 1 1 * 0 = 0 * A 0 0 + (-1) * A 1 0 := by
      simpa [squareGenerators, Matrix.mul_apply, Fin.sum_univ_two] using
        congrFun (congrFun (hA 1) 1) 0
    linear_combination (1 / 2) * h
  -- the quarter turn makes the diagonal entries equal
  have h11 : A 1 1 = A 0 0 := by
    simpa [squareGenerators, Matrix.mul_apply, Fin.sum_univ_two] using
      congrFun (congrFun (hA 0) 1) 0
  refine ⟨A 0 0, ?_⟩
  ext i j
  fin_cases i <;> fin_cases j <;> simp [h01, h10, h11]

end SchurSecularFactorisation
```

```lean
#print axioms SchurSecularFactorisation.card_dvd_multiplicity
-- 'SchurSecularFactorisation.card_dvd_multiplicity' depends on axioms: [propext, Classical.choice, Quot.sound]
#print axioms SchurSecularFactorisation.product_eigenvector
-- 'SchurSecularFactorisation.product_eigenvector' depends on axioms: [propext, Classical.choice, Quot.sound]
#print axioms SchurSecularFactorisation.scalarCommutant_of_factorisation
-- 'SchurSecularFactorisation.scalarCommutant_of_factorisation' depends on axioms: [propext, Classical.choice, Quot.sound]
```
